# For a Hermitian matrix with eigenvalues in [0,1], tr D² ≤ tr D, with equality exactly when D² = D

Let $D$ be a Hermitian complex matrix of finite size whose eigenvalues all lie in $[0,1]$. Then

$$
\operatorname{tr} D^2 \le \operatorname{tr} D,
\qquad
\operatorname{tr} D^2=\operatorname{tr} D \iff D^2=D .
$$

If in addition $\operatorname{tr} D=N$ for a natural number $N$, then $\operatorname{tr} D^2=N$ holds exactly when $D=CC^\dagger$ for a matrix $C$ with $N$ orthonormal columns.

In electronic structure, $D$ is a one-particle density matrix in an orthonormal spin-orbital basis. Its eigenvectors are the natural orbitals and its eigenvalues are the natural occupations. The upper bound on the eigenvalues expresses the Pauli principle: a spin orbital holds at most one electron. The lower bound says that no occupation is negative. The form $D=CC^\dagger$ is the density matrix of a single determinant whose occupied orbitals are the columns of $C$.

## The trace difference as a stopping test in purification

Density-matrix purification can start from a shifted and rescaled one-particle Hamiltonian matrix and apply polynomials that drive its eigenvalues to 0 or 1. If the Hamiltonian, mean-field or non-interacting, has a gap above its occupied levels, and exactly those levels are sent to 1, the result is the projector onto the occupied orbitals, obtained without diagonalisation. A code that stops when $\operatorname{tr} D-\operatorname{tr} D^2$ is small relies on the equality case above: one number stands in for the matrix equation $D^2=D$. For Hermitian $D$ that number needs no matrix product, since $\operatorname{tr} D^2=\sum_{ij}|D_{ij}|^2$.

The test depends on the occupation bounds. The matrix $\operatorname{diag}(6/5,3/5)$ has

$$
\operatorname{tr} D=\frac95,\qquad
\operatorname{tr} D^2=\frac{36}{25}+\frac{9}{25}=\frac95 ,
$$

so the trace difference vanishes although neither occupation is 0 or 1. The excess of the first occupation above one cancels the contribution of the second. A code that discards small matrix elements can push eigenvalues out of $[0,1]$, and a zero trace difference then no longer establishes idempotency.

## From natural occupations to occupied orbitals

Write $n_i$ for the natural occupations, $\Lambda=\operatorname{diag}(n_i)$, and $U$ for the unitary matrix whose columns are the natural orbitals. The spectral theorem gives

$$
D=U\Lambda U^\dagger,\qquad U^\dagger U=1 .
$$

In the square, the inner pair of orbital matrices cancels:

$$
D^2=U\Lambda U^\dagger U\Lambda U^\dagger=U\Lambda^2U^\dagger .
$$

Subtracting, we find that the idempotency defect is diagonal in the natural orbitals:

$$
D-D^2=U\,\operatorname{diag}\bigl(n_i(1-n_i)\bigr)\,U^\dagger .
$$

Taking the trace and moving $U^\dagger$ to the front by cyclicity gives

$$
\operatorname{tr} D-\operatorname{tr} D^2=\sum_i n_i(1-n_i).
$$

Up to this point $D$ only has to be Hermitian.

**Idempotency and occupations.** If $D^2=D$, the left side of the defect formula is zero. Multiplying by $U^\dagger$ from the left and $U$ from the right leaves $\operatorname{diag}(n_i(1-n_i))=0$, so each $n_i$ is 0 or 1. Conversely, if each $n_i$ is 0 or 1, the diagonal matrix vanishes and $D^2=D$.

**The bound and its equality case.** If $0\le n_i\le 1$, every term $n_i(1-n_i)$ is nonnegative, and therefore so is the sum. This is the inequality. If the two traces are equal, the sum is zero, and a zero sum of nonnegative terms has only zero terms. Every occupation is then 0 or 1, so $D^2=D$. The converse is immediate.

**Occupied orbitals.** Suppose $D^2=D$, and let $C$ consist of the columns $k$ of $U$ with $n_k=1$. These columns are orthonormal, so $C^\dagger C=1$. The remaining occupations are zero, hence

$$
D_{ij}=\sum_k U_{ik}\,n_k\,U_{jk}^*
=\sum_{k:\,n_k=1}U_{ik}U_{jk}^*
=(CC^\dagger)_{ij}.
$$

In the other direction, $C^\dagger C=1$ gives $CC^\dagger CC^\dagger=CC^\dagger$.

**The electron count.** Let $\operatorname{tr} D=N$ and let the occupations lie in $[0,1]$. If $\operatorname{tr} D^2=N$, the traces agree, so $D$ is idempotent and equals $CC^\dagger$ for some $C$ with $M$ orthonormal columns. Then

$$
N=\operatorname{tr} D=\operatorname{tr}(CC^\dagger)=\operatorname{tr}(C^\dagger C)=M .
$$

Conversely, if $D=CC^\dagger$ with $N$ orthonormal columns, then $D^2=D$ and $\operatorname{tr} D^2=\operatorname{tr} D=N$. For $N=0$ the matrix $C$ has no columns and $D=0$.

## Lean file for the trace bound and the orbital count

```lean
import Mathlib

open Matrix
open scoped ComplexOrder

namespace DensityMatrixPurity

noncomputable section

variable {n : Type*} [Fintype n] [DecidableEq n] {D : Matrix n n ℂ}

/-- The matrix whose columns are the natural orbitals, an orthonormal eigenbasis of the
Hermitian matrix `D`. -/
def naturalOrbitals (hD : D.IsHermitian) : Matrix n n ℂ :=
  (hD.eigenvectorUnitary : Matrix n n ℂ)

/-- The diagonal matrix of natural occupations, the eigenvalues of the Hermitian matrix `D`. -/
def occupationMatrix (hD : D.IsHermitian) : Matrix n n ℂ :=
  diagonal (fun i => (hD.eigenvalues i : ℂ))

/-- `D` is built from `N` orthonormal occupied orbitals, the columns of a matrix `C`:
`D = C Cᴴ` with `Cᴴ C = 1`. -/
def HasOccupiedOrbitals (D : Matrix n n ℂ) (N : ℕ) : Prop :=
  ∃ C : Matrix n (Fin N) ℂ, Cᴴ * C = 1 ∧ D = C * Cᴴ

/-- The natural orbitals of a Hermitian matrix are orthonormal. -/
theorem naturalOrbitals_orthonormal (hD : D.IsHermitian) :
    (naturalOrbitals hD)ᴴ * naturalOrbitals hD = 1 :=
  Matrix.mem_unitaryGroup_iff'.mp hD.eigenvectorUnitary.2

/-- A Hermitian matrix is the sum of its natural-orbital projectors weighted by the
occupations, written here as a matrix product. -/
theorem natural_expansion (hD : D.IsHermitian) :
    D = naturalOrbitals hD * occupationMatrix hD * (naturalOrbitals hD)ᴴ := by
  have h := hD.spectral_theorem
  rw [Unitary.conjStarAlgAut_apply] at h
  exact h

/-- For Hermitian `D`, the idempotency defect `D - D²` is diagonal in the natural orbitals,
with entries `nᵢ (1 - nᵢ)` for occupations `nᵢ`. -/
theorem defect_expansion (hD : D.IsHermitian) :
    D - D * D = naturalOrbitals hD *
      diagonal (fun i => ((hD.eigenvalues i * (1 - hD.eigenvalues i) : ℝ) : ℂ)) *
      (naturalOrbitals hD)ᴴ := by
  have hE := natural_expansion hD
  -- the inner pair of orbital matrices cancels in the square
  have hsq : D * D = naturalOrbitals hD * (occupationMatrix hD * occupationMatrix hD) *
      (naturalOrbitals hD)ᴴ := by
    calc D * D = (naturalOrbitals hD * occupationMatrix hD * (naturalOrbitals hD)ᴴ) *
          (naturalOrbitals hD * occupationMatrix hD * (naturalOrbitals hD)ᴴ) := by rw [← hE]
      _ = naturalOrbitals hD * occupationMatrix hD *
          ((naturalOrbitals hD)ᴴ * naturalOrbitals hD) * occupationMatrix hD *
          (naturalOrbitals hD)ᴴ := by simp only [Matrix.mul_assoc]
      _ = _ := by
        rw [naturalOrbitals_orthonormal, Matrix.mul_one]
        simp only [Matrix.mul_assoc]
  have hdiag : diagonal (fun i => ((hD.eigenvalues i * (1 - hD.eigenvalues i) : ℝ) : ℂ)) =
      occupationMatrix hD - occupationMatrix hD * occupationMatrix hD := by
    unfold occupationMatrix
    rw [diagonal_mul_diagonal, diagonal_sub]
    congr 1
    funext i
    push_cast
    ring
  rw [hdiag, Matrix.mul_sub, Matrix.sub_mul, ← hsq, ← hE]

/-- For Hermitian `D`, the difference `tr D - tr D²` is the sum of `nᵢ (1 - nᵢ)` over the
natural occupations. -/
theorem trace_defect (hD : D.IsHermitian) :
    D.trace - (D * D).trace =
      ((∑ i, hD.eigenvalues i * (1 - hD.eigenvalues i) : ℝ) : ℂ) := by
  rw [← Matrix.trace_sub, defect_expansion hD, Matrix.trace_mul_cycle,
    naturalOrbitals_orthonormal, Matrix.one_mul, Matrix.trace_diagonal]
  simp only [Complex.ofReal_sum]

/-- A Hermitian matrix is idempotent if and only if every natural occupation is 0 or 1. -/
theorem idempotent_iff_occupations (hD : D.IsHermitian) :
    D * D = D ↔ ∀ i, hD.eigenvalues i = 0 ∨ hD.eigenvalues i = 1 := by
  have hU := naturalOrbitals_orthonormal hD
  have hdef := defect_expansion hD
  constructor
  · intro h i
    rw [h, sub_self] at hdef
    -- undo the rotation to the natural orbitals
    have hd : diagonal (fun i =>
        ((hD.eigenvalues i * (1 - hD.eigenvalues i) : ℝ) : ℂ)) = 0 := by
      calc _ = ((naturalOrbitals hD)ᴴ * naturalOrbitals hD) * diagonal (fun i =>
            ((hD.eigenvalues i * (1 - hD.eigenvalues i) : ℝ) : ℂ)) *
            ((naturalOrbitals hD)ᴴ * naturalOrbitals hD) := by
              rw [hU, Matrix.one_mul, Matrix.mul_one]
        _ = (naturalOrbitals hD)ᴴ * (naturalOrbitals hD * diagonal (fun i =>
            ((hD.eigenvalues i * (1 - hD.eigenvalues i) : ℝ) : ℂ)) *
            (naturalOrbitals hD)ᴴ) * naturalOrbitals hD := by simp only [Matrix.mul_assoc]
        _ = 0 := by rw [← hdef, Matrix.mul_zero, Matrix.zero_mul]
    have hi := congrFun (congrFun hd i) i
    rw [diagonal_apply_eq, Matrix.zero_apply, Complex.ofReal_eq_zero] at hi
    rcases mul_eq_zero.mp hi with h0 | h1
    · exact Or.inl h0
    · exact Or.inr (by linarith)
  · intro h
    have hz : (fun i => ((hD.eigenvalues i * (1 - hD.eigenvalues i) : ℝ) : ℂ)) =
        fun _ => 0 := by
      funext i
      rcases h i with hi | hi <;> simp [hi]
    rw [hz, diagonal_zero, Matrix.mul_zero, Matrix.zero_mul] at hdef
    exact (sub_eq_zero.mp hdef).symm

/-- For a Hermitian matrix with all natural occupations in `[0,1]`, `tr D² ≤ tr D`, with
equality if and only if `D² = D`. -/
theorem trace_sq_le_trace (hD : D.IsHermitian)
    (hocc : ∀ i, hD.eigenvalues i ∈ Set.Icc (0 : ℝ) 1) :
    (D * D).trace ≤ D.trace ∧ ((D * D).trace = D.trace ↔ D * D = D) := by
  have hnn : ∀ i, 0 ≤ hD.eigenvalues i * (1 - hD.eigenvalues i) := fun i =>
    mul_nonneg (hocc i).1 (sub_nonneg.mpr (hocc i).2)
  have ht := trace_defect hD
  refine ⟨?_, fun h => ?_, fun h => by rw [h]⟩
  · rw [← sub_nonneg, ht]
    exact Complex.zero_le_real.mpr (Finset.sum_nonneg fun i _ => hnn i)
  · -- a vanishing sum of nonnegative terms has only vanishing terms
    rw [h, sub_self] at ht
    have hs := Complex.ofReal_eq_zero.mp ht.symm
    refine (idempotent_iff_occupations hD).mpr fun i => ?_
    have hi := (Finset.sum_eq_zero_iff_of_nonneg (fun i _ => hnn i)).mp hs i
      (Finset.mem_univ i)
    rcases mul_eq_zero.mp hi with h0 | h1
    · exact Or.inl h0
    · exact Or.inr (by linarith)

/-- A Hermitian matrix is idempotent if and only if it is built from some number of
orthonormal occupied orbitals. -/
theorem idempotent_iff_occupied_orbitals (hD : D.IsHermitian) :
    D * D = D ↔ ∃ N, HasOccupiedOrbitals D N := by
  constructor
  · intro h
    have hocc := (idempotent_iff_occupations hD).mp h
    -- keep only the natural orbitals of occupation one
    let e := Fintype.equivFin {i // hD.eigenvalues i = 1}
    let f : Fin (Fintype.card {i // hD.eigenvalues i = 1}) → n := fun k => (e.symm k).1
    have hf : Function.Injective f := Subtype.val_injective.comp e.symm.injective
    refine ⟨_, (naturalOrbitals hD).submatrix id f, ?_, ?_⟩
    · calc _ = ((naturalOrbitals hD)ᴴ * naturalOrbitals hD).submatrix f f := by
            ext k l
            rfl
        _ = 1 := by rw [naturalOrbitals_orthonormal, Matrix.submatrix_one f hf]
    · ext i j
      have hE := congrFun (congrFun (natural_expansion hD) i) j
      calc D i j = ∑ k, naturalOrbitals hD i k * (hD.eigenvalues k : ℂ) *
            star (naturalOrbitals hD j k) := by
              rw [hE, Matrix.mul_apply]
              simp only [occupationMatrix, Matrix.mul_diagonal, Matrix.conjTranspose_apply]
        _ = ∑ k, if hD.eigenvalues k = 1 then
            naturalOrbitals hD i k * star (naturalOrbitals hD j k) else 0 := by
              refine Finset.sum_congr rfl fun k _ => ?_
              rcases hocc k with hk | hk <;> simp [hk]
        _ = ∑ k : {k // hD.eigenvalues k = 1},
            naturalOrbitals hD i k * star (naturalOrbitals hD j k) := by
              rw [← Finset.sum_filter]
              exact Finset.sum_subtype _ (by simp) _
        _ = _ := (e.symm.sum_comp (fun k : {k // hD.eigenvalues k = 1} =>
            naturalOrbitals hD i k * star (naturalOrbitals hD j k))).symm
  · rintro ⟨N, C, hC, rfl⟩
    calc C * Cᴴ * (C * Cᴴ) = C * (Cᴴ * C) * Cᴴ := by simp only [Matrix.mul_assoc]
      _ = C * Cᴴ := by rw [hC, Matrix.mul_one]

/-- For a Hermitian matrix with occupations in `[0,1]` and trace `N`, `tr D² = N` if and only
if `D` is built from `N` orthonormal occupied orbitals. -/
theorem trace_sq_eq_iff_occupied_orbitals (hD : D.IsHermitian)
    (hocc : ∀ i, hD.eigenvalues i ∈ Set.Icc (0 : ℝ) 1) {N : ℕ} (hN : D.trace = N) :
    (D * D).trace = N ↔ HasOccupiedOrbitals D N := by
  constructor
  · intro h
    have hid := (trace_sq_le_trace hD hocc).2.mp (h.trans hN.symm)
    obtain ⟨M, C, hC, hDC⟩ := (idempotent_iff_occupied_orbitals hD).mp hid
    -- the trace counts the occupied orbitals
    have hM : D.trace = M := by
      rw [hDC, Matrix.trace_mul_comm, hC, Matrix.trace_one, Fintype.card_fin]
    have hMN : M = N := by exact_mod_cast hM.symm.trans hN
    subst hMN
    exact ⟨C, hC, hDC⟩
  · intro h
    rw [(idempotent_iff_occupied_orbitals hD).mpr ⟨N, h⟩, hN]

/-- The Hermitian matrix `diag(6/5, 3/5)` satisfies `tr D² = tr D` but is not idempotent. -/
theorem equality_without_bounds :
    (!![6/5, 0; 0, 3/5] : Matrix (Fin 2) (Fin 2) ℂ).IsHermitian ∧
    ((!![6/5, 0; 0, 3/5] : Matrix (Fin 2) (Fin 2) ℂ) * !![6/5, 0; 0, 3/5]).trace =
      (!![6/5, 0; 0, 3/5] : Matrix (Fin 2) (Fin 2) ℂ).trace ∧
    (!![6/5, 0; 0, 3/5] : Matrix (Fin 2) (Fin 2) ℂ) * !![6/5, 0; 0, 3/5] ≠
      !![6/5, 0; 0, 3/5] := by
  refine ⟨?_, ?_, fun h => ?_⟩
  · ext i j
    fin_cases i <;> fin_cases j <;> simp [Matrix.conjTranspose_apply]
  · norm_num [Matrix.trace_fin_two, Matrix.mul_apply, Fin.sum_univ_two]
  · have h00 := congrFun (congrFun h 0) 0
    norm_num [Matrix.mul_apply, Fin.sum_univ_two] at h00

end

end DensityMatrixPurity
```

```lean
#print axioms DensityMatrixPurity.trace_sq_eq_iff_occupied_orbitals
-- 'DensityMatrixPurity.trace_sq_eq_iff_occupied_orbitals' depends on axioms: [propext, Classical.choice, Quot.sound]
#print axioms DensityMatrixPurity.equality_without_bounds
-- 'DensityMatrixPurity.equality_without_bounds' depends on axioms: [propext, Classical.choice, Quot.sound]
```

## Density matrices and occupations as Lean objects

The type `n` labels the spin orbitals of a finite basis, and `D : Matrix n n ℂ` is the density matrix in that basis. The hypothesis `hD : D.IsHermitian` gives access to the real numbers `hD.eigenvalues i`, which are the occupations $n_i$. The matrices $U$ and $\Lambda$ are `naturalOrbitals hD` and `occupationMatrix hD`, and `ᴴ` is the conjugate transpose.

The main theorem is `trace_sq_le_trace`. Its hypothesis `hocc` places every occupation in the closed interval from 0 to 1, and its conclusion joins the inequality and the equality criterion. The traces are complex numbers, compared in the order that `ComplexOrder` supplies: $z\le w$ means that the real parts are ordered and the imaginary parts are equal.

`HasOccupiedOrbitals D N` says that some matrix `C` with `N` columns satisfies `Cᴴ * C = 1` and `D = C * Cᴴ`. The orbitals are normalised, and the number of columns is the number of electrons. The theorem `idempotent_iff_occupied_orbitals` needs only a Hermitian matrix and leaves the number of orbitals open. In `trace_sq_eq_iff_occupied_orbitals`, the hypothesis `hN` fixes the trace to the natural number `N`, and the same `N` then counts the orbitals.

The last theorem, `equality_without_bounds`, records the two-orbital example: the matrix is Hermitian, the traces agree, and the square differs from the matrix.

## From the spectral theorem to the count of columns

`natural_expansion` restates Mathlib's spectral theorem as $D=U\Lambda U^\dagger$, and `naturalOrbitals_orthonormal` supplies $U^\dagger U=1$. In `defect_expansion`, the step `hsq` regroups the product so that the inner pair cancels, and `hdiag` identifies the entries $n_i(1-n_i)$ with those of $\Lambda-\Lambda^2$. `trace_defect` then uses `Matrix.trace_mul_cycle` for the cyclic step.

The forward half of `idempotent_iff_occupations` undoes the rotation by $U$ and reads off the diagonal entries; the backward half inserts zeros into the defect formula. In `trace_sq_le_trace`, the fact `hnn` states that each term is nonnegative. `Finset.sum_nonneg` turns this into the inequality, and `Finset.sum_eq_zero_iff_of_nonneg` extracts the vanishing of each term when the traces agree.

For the occupied orbitals, the map `f` numbers the natural orbitals of occupation one, and `submatrix id f` selects their columns from $U$. The injectivity of `f` ensures that no column is taken twice, which is what orthonormality of the selection requires. The chain of sums that follows is the formula for $D_{ij}$ above. In the final corollary, `hM` computes the trace as the number of columns, and `hMN` concludes that $M=N$.

## Basis, tolerance and the many-electron state

**Orthonormal basis.** The product `D * D` expresses idempotency in an orthonormal basis. With atomic orbitals of overlap $S$, the corresponding condition on the density matrix $P$ is $PSP=P$, and the theorems apply to $S^{1/2}PS^{1/2}$.

**Spin-orbital occupations.** The upper bound is one. For a closed-shell spin-summed matrix, with occupations up to two, the theorems apply to half of the matrix, whose trace is the number of electron pairs.

**Bounds as a hypothesis.** The interval $[0,1]$ is assumed and is not derived from an antisymmetric wavefunction. A code has to secure it separately, for instance through bounds on the spectrum of the starting matrix and control of the truncation error.

**Zero difference, not small difference.** The equality criterion concerns traces that agree exactly. It supplies no tolerance for a stopping test and no account of rounding, and it says nothing about whether a given purification iteration converges.

**Density matrix, not wavefunction.** The file describes a single determinant through its one-particle density matrix $CC^\dagger$; Slater determinants and many-electron states do not occur in it. Nor does idempotency select the ground state: any choice of $N$ orthonormal orbitals passes the test, whatever its energy.
